# The great orthogonality theorem for finite groups, with Schur's lemma for Hamiltonian blocks

A representation is modelled here as a family of explicit matrices, a homomorphism `r : G →* Matrix n n ℂ`, because the orthogonality relations concern individual matrix elements and these depend on a basis. Unitarity and irreducibility are separate hypotheses, so each theorem asks only for what it uses.

In Lean 4 with Mathlib:

```lean
import Mathlib

open Matrix ComplexConjugate

namespace GreatOrthogonality

noncomputable section

variable {G n m : Type*} [Group G] [Fintype n] [DecidableEq n] [Fintype m] [DecidableEq m]

/-- A matrix representation is unitary when every group element acts by a unitary matrix. -/
def IsUnitaryRep (r : G →* Matrix n n ℂ) : Prop :=
  ∀ g, r g ∈ Matrix.unitaryGroup n ℂ

/-- A matrix representation is irreducible when its dimension is non-zero and its only invariant
subspaces are zero and the whole space. -/
def IsIrreducibleRep (r : G →* Matrix n n ℂ) : Prop :=
  Nonempty n ∧ ∀ W : Submodule ℂ (n → ℂ),
    (∀ g, ∀ v ∈ W, r g *ᵥ v ∈ W) → W = ⊥ ∨ W = ⊤

/-- Two matrix representations are equivalent when a bijective matrix intertwines them. -/
def Equivalent (r : G →* Matrix n n ℂ) (s : G →* Matrix m m ℂ) : Prop :=
  ∃ T : Matrix n m ℂ, Function.Bijective T.mulVecLin ∧ ∀ g, r g * T = T * s g

/-- The sum of `r(g)† X s(g)` over all elements of the group. -/
def groupSum [Fintype G] (r : G →* Matrix n n ℂ) (s : G →* Matrix m m ℂ)
    (X : Matrix n m ℂ) : Matrix n m ℂ :=
  ∑ g, (r g)ᴴ * X * s g

/-- In a unitary representation the adjoint of a matrix represents the inverse group element. -/
theorem adjoint_eq_inv {r : G →* Matrix n n ℂ} (hu : IsUnitaryRep r) (g : G) :
    (r g)ᴴ = r g⁻¹ := by
  have h1 : (r g)ᴴ * r g = 1 := Matrix.mem_unitaryGroup_iff'.1 (hu g)
  have h2 : r g * r g⁻¹ = 1 := by rw [← map_mul, mul_inv_cancel, map_one]
  calc (r g)ᴴ = (r g)ᴴ * (r g * r g⁻¹) := by rw [h2, Matrix.mul_one]
    _ = r g⁻¹ := by rw [← Matrix.mul_assoc, h1, Matrix.one_mul]

/-- Schur's lemma: a matrix block that intertwines two inequivalent irreducible representations
is zero. -/
theorem schur_inequivalent {r : G →* Matrix n n ℂ} {s : G →* Matrix m m ℂ}
    (hr : IsIrreducibleRep r) (hs : IsIrreducibleRep s) (hne : ¬ Equivalent r s)
    {H : Matrix n m ℂ} (hc : ∀ g, r g * H = H * s g) : H = 0 := by
  by_contra hH
  have hlin : H.mulVecLin ≠ 0 := by
    intro h
    apply hH
    ext i j
    simpa using congrFun (LinearMap.congr_fun h (Pi.single j 1)) i
  -- the kernel is invariant under `s`, the range under `r`
  have hker : LinearMap.ker H.mulVecLin = ⊥ := by
    refine (hs.2 _ ?_).resolve_right fun h => hlin (LinearMap.ker_eq_top.mp h)
    intro g v hv
    rw [LinearMap.mem_ker, Matrix.mulVecLin_apply] at hv ⊢
    rw [Matrix.mulVec_mulVec, ← hc g, ← Matrix.mulVec_mulVec, hv, Matrix.mulVec_zero]
  have hran : LinearMap.range H.mulVecLin = ⊤ := by
    refine (hr.2 _ ?_).resolve_left fun h => hlin (LinearMap.range_eq_bot.mp h)
    rintro g _ ⟨v, rfl⟩
    exact ⟨s g *ᵥ v, by simp only [Matrix.mulVecLin_apply, Matrix.mulVec_mulVec, hc g]⟩
  exact hne ⟨H, ⟨LinearMap.ker_eq_bot.mp hker, LinearMap.range_eq_top.mp hran⟩, hc⟩

/-- Schur's lemma: a matrix that commutes with an irreducible representation is a multiple of
the identity. -/
theorem schur_scalar {r : G →* Matrix n n ℂ} (hr : IsIrreducibleRep r)
    {H : Matrix n n ℂ} (hc : ∀ g, r g * H = H * r g) : ∃ c : ℂ, H = c • 1 := by
  have := hr.1
  obtain ⟨c, hev⟩ := Module.End.exists_eigenvalue (H.mulVecLin : Module.End ℂ (n → ℂ))
  obtain ⟨v, hv⟩ := hev.exists_hasEigenvector
  have hHv : H *ᵥ v = c • v := hv.apply_eq_smul
  have hK : ∀ g, r g * (H - c • 1) = (H - c • 1) * r g := fun g => by
    simp only [mul_sub, sub_mul, hc g, mul_smul_comm, smul_mul_assoc, mul_one, one_mul]
  -- the eigenspace is invariant and non-zero, hence everything
  have htop : LinearMap.ker (H - c • (1 : Matrix n n ℂ)).mulVecLin = ⊤ := by
    refine (hr.2 _ ?_).resolve_left ?_
    · intro g w hw
      rw [LinearMap.mem_ker, Matrix.mulVecLin_apply] at hw ⊢
      rw [Matrix.mulVec_mulVec, ← hK g, ← Matrix.mulVec_mulVec, hw, Matrix.mulVec_zero]
    · intro h
      refine hv.2 ((Submodule.eq_bot_iff _).1 h v ?_)
      rw [LinearMap.mem_ker, Matrix.mulVecLin_apply, Matrix.sub_mulVec, Matrix.smul_mulVec,
        Matrix.one_mulVec, hHv, sub_self]
  refine ⟨c, sub_eq_zero.mp ?_⟩
  ext i j
  simpa [Matrix.one_apply, Pi.single_apply] using
    congrFun (LinearMap.congr_fun (LinearMap.ker_eq_top.mp htop) (Pi.single j 1)) i

/-- If the first representation is unitary, the group sum of any matrix intertwines the two
representations. -/
theorem groupSum_intertwines [Fintype G] {r : G →* Matrix n n ℂ} (hu : IsUnitaryRep r)
    (s : G →* Matrix m m ℂ) (X : Matrix n m ℂ) (h : G) :
    r h * groupSum r s X = groupSum r s X * s h := by
  unfold groupSum
  rw [Matrix.mul_sum, Matrix.sum_mul]
  -- relabel the group elements by `g ↦ g h⁻¹`
  refine Fintype.sum_equiv (Equiv.mulRight h⁻¹) _ _ fun g => ?_
  have hs : s h⁻¹ * s h = 1 := by rw [← map_mul, inv_mul_cancel, map_one]
  simp only [Equiv.coe_mulRight]
  rw [adjoint_eq_inv hu g, adjoint_eq_inv hu (g * h⁻¹), _root_.mul_inv_rev, inv_inv,
    map_mul r, map_mul s]
  simp only [Matrix.mul_assoc, hs, Matrix.mul_one]

/-- The entries of the group sum of a matrix unit are the sums over the group of a conjugated matrix
element of `r` times a matrix element of `s`. -/
theorem groupSum_single [Fintype G] (r : G →* Matrix n n ℂ) (s : G →* Matrix m m ℂ)
    (i j : n) (k l : m) :
    groupSum r s (Matrix.single i k 1) j l = ∑ g, conj (r g i j) * s g k l := by
  simp [groupSum, Matrix.sum_apply, Matrix.mul_apply, Matrix.single_apply, ite_and]

/-- Great orthogonality theorem: matrix elements of an irreducible unitary representation are
orthogonal over the group, with squared norm the group order divided by the dimension. -/
theorem great_orthogonality [Fintype G] {r : G →* Matrix n n ℂ} (hu : IsUnitaryRep r)
    (hr : IsIrreducibleRep r) (i j k l : n) :
    ∑ g, conj (r g i j) * r g k l =
      (Fintype.card G : ℂ) / Fintype.card n * (if i = k ∧ j = l then 1 else 0) := by
  have := hr.1
  have hn : (Fintype.card n : ℂ) ≠ 0 := Nat.cast_ne_zero.2 Fintype.card_ne_zero
  obtain ⟨c, hc⟩ := schur_scalar hr (groupSum_intertwines hu r (Matrix.single i k 1))
  -- the trace determines the scalar
  have htr : (groupSum r r (Matrix.single i k 1)).trace =
      (Fintype.card G : ℂ) * (if k = i then 1 else 0) := by
    have hX : (Matrix.single i k (1 : ℂ)).trace = if k = i then 1 else 0 := by
      simp [Matrix.trace, Matrix.single_apply, ite_and]
    have hg : ∀ g, ((r g)ᴴ * Matrix.single i k 1 * r g).trace = if k = i then 1 else 0 :=
      fun g => by
        rw [Matrix.trace_mul_cycle, adjoint_eq_inv hu, ← map_mul, mul_inv_cancel, map_one,
          Matrix.one_mul, hX]
    rw [groupSum, Matrix.trace_sum, Finset.sum_congr rfl fun g _ => hg g, Finset.sum_const,
      Finset.card_univ, nsmul_eq_mul]
  rw [hc, Matrix.trace_smul, Matrix.trace_one, smul_eq_mul] at htr
  rw [← groupSum_single, hc, Matrix.smul_apply, Matrix.one_apply, (eq_div_iff hn).2 htr]
  rcases eq_or_ne i k with rfl | hik
  · by_cases hjl : j = l <;> simp [hjl]
  · simp [hik, hik.symm]

/-- Great orthogonality theorem: matrix elements of two inequivalent irreducible representations,
the first of them unitary, are orthogonal over the group. -/
theorem great_orthogonality_inequivalent [Fintype G] {r : G →* Matrix n n ℂ}
    {s : G →* Matrix m m ℂ} (hu : IsUnitaryRep r) (hr : IsIrreducibleRep r)
    (hs : IsIrreducibleRep s) (hne : ¬ Equivalent r s) (i j : n) (k l : m) :
    ∑ g, conj (r g i j) * s g k l = 0 := by
  rw [← groupSum_single, schur_inequivalent hr hs hne (groupSum_intertwines hu s _),
    Matrix.zero_apply]

/-- A Hermitian Hamiltonian that commutes with the direct sum of two inequivalent irreducible
representations is block diagonal, with a real multiple of the identity in each block. -/
theorem hamiltonian_blocks {r : G →* Matrix n n ℂ} {s : G →* Matrix m m ℂ}
    (hr : IsIrreducibleRep r) (hs : IsIrreducibleRep s) (hne : ¬ Equivalent r s)
    {H : Matrix (n ⊕ m) (n ⊕ m) ℂ} (hH : H.IsHermitian)
    (hc : ∀ g, fromBlocks (r g) 0 0 (s g) * H = H * fromBlocks (r g) 0 0 (s g)) :
    ∃ E F : ℝ, H = fromBlocks ((E : ℂ) • 1) 0 0 ((F : ℂ) • 1) := by
  obtain ⟨A, B, C, D, rfl⟩ : ∃ A B C D, H = fromBlocks A B C D :=
    ⟨_, _, _, _, (Matrix.fromBlocks_toBlocks H).symm⟩
  simp only [Matrix.fromBlocks_multiply, Matrix.fromBlocks_inj, Matrix.zero_mul,
    Matrix.mul_zero, add_zero, zero_add] at hc
  obtain ⟨hA, hBC, -, hD⟩ := Matrix.isHermitian_fromBlocks_iff.1 hH
  have hB : B = 0 := schur_inequivalent hr hs hne fun g => (hc g).2.1
  have hC : C = 0 := by rw [← hBC, hB, Matrix.conjTranspose_zero]
  obtain ⟨a, ha⟩ := schur_scalar hr fun g => (hc g).1
  obtain ⟨d, hd⟩ := schur_scalar hs fun g => (hc g).2.2.2
  -- hermiticity makes both scalars real
  obtain ⟨i⟩ := hr.1
  obtain ⟨k⟩ := hs.1
  have ha' : conj a = a := by simpa [ha] using hA.apply i i
  have hd' : conj d = d := by simpa [hd] using hD.apply k k
  refine ⟨a.re, d.re, ?_⟩
  rw [Complex.conj_eq_iff_re.mp ha', Complex.conj_eq_iff_re.mp hd', ha, hB, hC, hd]

/-- The odd representation of the parity group `{1, -1}`: each element acts as its own sign. -/
def oddRep : ℤˣ →* Matrix (Fin 1) (Fin 1) ℂ where
  toFun u := !![((u : ℤ) : ℂ)]
  map_one' := by
    ext a b
    fin_cases a; fin_cases b
    simp
  map_mul' u v := by
    ext a b
    fin_cases a; fin_cases b
    simp [Matrix.mul_apply]

/-- The odd representation of the parity group is unitary and irreducible, and it is inequivalent
to the trivial representation, which is irreducible too. -/
theorem oddRep_witness :
    IsUnitaryRep oddRep ∧ IsIrreducibleRep oddRep ∧
      IsIrreducibleRep (1 : ℤˣ →* Matrix (Fin 1) (Fin 1) ℂ) ∧
      ¬ Equivalent oddRep (1 : ℤˣ →* Matrix (Fin 1) (Fin 1) ℂ) := by
  -- a line has no proper non-zero subspaces
  have line : ∀ r : ℤˣ →* Matrix (Fin 1) (Fin 1) ℂ, IsIrreducibleRep r := by
    refine fun r => ⟨inferInstance, fun W _ => ?_⟩
    refine or_iff_not_imp_left.2 fun hb => Submodule.eq_top_iff'.2 fun u => ?_
    obtain ⟨v, hv, hv0⟩ := (Submodule.ne_bot_iff W).1 hb
    have hz : v 0 ≠ 0 := fun h => hv0 (by ext a; fin_cases a; simpa using h)
    have hu : u = (u 0 / v 0) • v := by
      ext a
      fin_cases a
      simp [hz]
    rw [hu]
    exact W.smul_mem _ hv
  refine ⟨fun g => ?_, line _, line _, ?_⟩
  · rw [Matrix.mem_unitaryGroup_iff]
    ext a b
    fin_cases a; fin_cases b
    rcases Int.units_eq_one_or g with rfl | rfl <;>
      simp [oddRep, Matrix.mul_apply, Matrix.star_apply]
  · -- an intertwiner equals its own negative
    rintro ⟨T, hT, hc⟩
    have h : -T 0 0 = T 0 0 := by
      simpa [oddRep, Matrix.mul_apply] using congrFun (congrFun (hc (-1)) 0) 0
    have h0 : T 0 0 = 0 := by linear_combination (-1 / 2) * h
    have h1 : (fun _ => 1 : Fin 1 → ℂ) = 0 := hT.1 (by
      ext a
      fin_cases a
      simp [Matrix.mulVec, dotProduct, h0])
    exact one_ne_zero (congrFun h1 0)

end

end GreatOrthogonality
```

```lean
#print axioms GreatOrthogonality.great_orthogonality
-- 'GreatOrthogonality.great_orthogonality' depends on axioms: [propext, Classical.choice, Quot.sound]
#print axioms GreatOrthogonality.great_orthogonality_inequivalent
-- 'GreatOrthogonality.great_orthogonality_inequivalent' depends on axioms: [propext, Classical.choice, Quot.sound]
#print axioms GreatOrthogonality.hamiltonian_blocks
-- 'GreatOrthogonality.hamiltonian_blocks' depends on axioms: [propext, Classical.choice, Quot.sound]
```

## Matrix elements as orthogonal functions on the group

The finite types `n` and `m` label the basis states of two spaces, and `Fintype.card n` is the dimension \(d\) of the first. The homomorphism property says that \(r(gh)=r(g)r(h)\) and that the identity element acts as the identity matrix.

`IsUnitaryRep` says that every \(r(g)\) is unitary, as it is for symmetry operations that preserve inner products and are written in an orthonormal basis. `IsIrreducibleRep` says that the space is non-zero and that no proper non-zero subspace is closed under all the operations. `Equivalent r s` asks for a bijective matrix \(T\) with \(r(g)T=Ts(g)\) for all \(g\), which is a change of basis between the two representations.

For a finite group \(G\) of order \(|G|\) and an irreducible unitary \(r\), `great_orthogonality` states

\[
\sum_{g\in G}\overline{r(g)_{ij}}\,r(g)_{kl}=\frac{|G|}{d}\,\delta_{ik}\delta_{jl}.
\]

If \(s\) is irreducible and inequivalent to \(r\), `great_orthogonality_inequivalent` states that

\[
\sum_{g\in G}\overline{r(g)_{ij}}\,s(g)_{kl}=0 .
\]

Here \(s\) need not be unitary.

The theorem `hamiltonian_blocks` concerns a Hermitian matrix \(H\) on the direct sum of the two spaces, indexed by `n ⊕ m`. Its hypothesis `hc` says that \(H\) commutes with every symmetry operation, which for unitary operations means that they leave every energy expectation value unchanged. The conclusion is that \(H\) has no coupling between the two spaces and acts on them as real numbers \(E\) and \(F\) times the identity. All states of one space therefore have the same energy, and \(E=F\) is allowed. This theorem needs neither unitarity nor a finite group.

In electronic structure, this is the reason that a Hamiltonian which commutes with the symmetry operations has no matrix elements between symmetry-adapted basis functions of different symmetry types, here for a finite basis in which two inequivalent types occur once each. If one type occurs twice with the same matrices, `schur_scalar` makes the block between the copies a multiple of the identity, which may be non-zero. Antiunitary symmetries such as time reversal, and orthogonality over continuous groups, are not treated.

## Schur's lemma from kernels and eigenspaces

Let \(H\) be a rectangular block with \(r(g)H=Hs(g)\) for all \(g\). If \(Hv=0\), then \(Hs(g)v=r(g)Hv=0\), so the kernel of \(H\) is invariant under \(s\). Also \(r(g)Hv=H(s(g)v)\), so the range is invariant under \(r\). Suppose \(H\neq0\). Then the kernel is not the whole space and the range is not zero, so irreducibility makes the kernel zero and the range everything. Hence \(H\) is bijective and the representations are equivalent. For inequivalent ones, \(H=0\).

This is `schur_inequivalent`. Its steps `hker` and `hran` establish the two facts about kernel and range, and the last line hands \(H\) itself to `hne` as the forbidden equivalence.

Now let \(H\) be square and commute with every \(r(g)\). Over the complex numbers it has an eigenvalue \(c\) with an eigenvector \(v\neq0\). The matrix \(H-c\mathbf 1\) also commutes with \(r\), so its kernel is invariant. The kernel contains \(v\), so by irreducibility it is the whole space, and \(H=c\mathbf 1\). In `schur_scalar`, `hK` is the commutation of the shifted matrix and `htop` is the statement about its kernel.

## Summing a matrix unit over the group

For any rectangular matrix \(X\), define

\[
S(X)=\sum_{g\in G} r(g)^\dagger X s(g),
\]

which is `groupSum r s X`. Unitarity gives \(r(g)^\dagger=r(g^{-1})\), the content of `adjoint_eq_inv`. For a fixed \(h\), put \(g'=gh^{-1}\). Then \(hg^{-1}=g'^{-1}\) and \(g=g'h\), so

\[
r(h)S(X)=\sum_g r(hg^{-1})Xs(g)
=\sum_{g'} r(g'^{-1})Xs(g')s(h)=S(X)s(h).
\]

The proof of `groupSum_intertwines` performs this relabelling with `Equiv.mulRight h⁻¹`.

Choose \(X=E_{ik}\), the matrix with a single 1 in row \(i\) and column \(k\). Then

\[
S(E_{ik})_{jl}
=\sum_g (r(g)^\dagger)_{ji}\,s(g)_{kl}
=\sum_g\overline{r(g)_{ij}}\,s(g)_{kl},
\]

which is `groupSum_single`. Every orthogonality sum is thus an entry of an intertwining matrix. For inequivalent irreducible representations that matrix is zero, which proves the mixed relation.

For \(s=r\), Schur's lemma gives \(S(E_{ik})=c\mathbf 1\), and the trace fixes \(c\). By cyclicity,

\[
cd=\sum_g\operatorname{tr}\!\big(r(g)^\dagger E_{ik}r(g)\big)
=\sum_g\operatorname{tr}\!\big(r(g)r(g)^\dagger E_{ik}\big)
=|G|\,\delta_{ik}.
\]

Hence \(c=|G|\delta_{ik}/d\), and the \((j,l)\) entry of \(c\mathbf 1\) supplies the factor \(\delta_{jl}\). In `great_orthogonality` the trace calculation is `htr`, and the closing case split matches the two deltas.

## Two real energies from a commuting Hamiltonian

Write the Hamiltonian in blocks and compare both sides of the commutation relation:

\[
H=\begin{pmatrix}A&B\\ C&D\end{pmatrix},\qquad
\begin{aligned}
r(g)A&=Ar(g), & r(g)B&=Bs(g),\\
s(g)C&=Cr(g), & s(g)D&=Ds(g).
\end{aligned}
\]

The first form of Schur's lemma gives \(B=0\), and hermiticity gives \(C=B^\dagger=0\). The second form makes \(A\) and \(D\) multiples of the identity. A diagonal entry of a Hermitian matrix equals its own conjugate, so both multiples are real. The proof of `hamiltonian_blocks` follows this order, with `ha'` and `hd'` for the reality of the scalars.

Parity provides a concrete pair of representations. In `oddRep` the group \(\{1,-1\}\) acts on one state by its sign, as inversion acts on an odd function. `oddRep_witness` shows that this representation is unitary and irreducible, and that it is inequivalent to the trivial one, which is also irreducible. An intertwiner would be a number \(t\) with \(-t=t\), so \(t=0\), which is not bijective. A parity-symmetric Hamiltonian therefore cannot couple one even state to one odd state.

## The eight symmetries of a square

In the plane, the symmetry group of the square consists of the eight matrices

\[
\pm\begin{pmatrix}1&0\\0&1\end{pmatrix},\quad
\pm\begin{pmatrix}0&-1\\1&0\end{pmatrix},\quad
\pm\begin{pmatrix}1&0\\0&-1\end{pmatrix},\quad
\pm\begin{pmatrix}0&1\\1&0\end{pmatrix}.
\]

They are unitary. They are also irreducible: the only lines invariant under the third matrix are the coordinate axes, and the fourth exchanges them. With \(|G|=8\) and \(d=2\), the predicted squared norm is 4. Four of the matrices have \(r_{11}=\pm1\) and the other four have \(r_{11}=0\), so

\[
\sum_g |r(g)_{11}|^2=4,\qquad
\sum_g \overline{r(g)_{11}}\,r(g)_{22}=2-2=0 .
\]

In the second sum the first pair of matrices contributes \(+2\) and the third pair \(-2\).

## The delta formula needs identical matrices

The two orthogonality theorems treat identical matrices and inequivalent representations. Between them lie equivalent representations whose matrices differ, and applying the delta formula to these gives a wrong answer for some of the matrix elements.

Exchange the two basis vectors of the square's representation and call the result \(s\). Then \(s(g)_{11}=r(g)_{22}\), so \(\sum_g\overline{r(g)_{11}}\,s(g)_{11}=0\), where the delta formula would predict 4. The value 4 appears instead in \(\sum_g\overline{r(g)_{11}}\,s(g)_{22}\). Before the formula is used for two sets of functions of the same symmetry type, both sets must be brought to the same representation matrices.
